# Low- and high-temperature limits of the Matsubara occupation of a broadened level

Take a non-interacting level at real energy $e$, measured from the chemical potential, with a Lorentzian broadening whose half-width at half maximum is a constant $\Gamma>0$. Its occupation per spin state at temperature $T$, in units $\hbar=k_B=1$, is

$$n(T)=\frac12-2T\sum_{n\ge0}\frac{e}{(\omega_n+\Gamma)^2+e^2},\qquad \omega_n=(2n+1)\pi T.$$

The series converges for every $T>0$. With $e$ and $\Gamma$ held fixed, $n(T)\to\frac12-\frac1\pi\arctan(e/\Gamma)$ as $T\downarrow0$, and $n(T)\to\frac12$ as $T\to\infty$. The occupation is always written with its argument; a bare $n$ is the frequency index.

```lean
import Mathlib

open Real Filter Topology

namespace MatsubaraOccupation

noncomputable section

/-- The fermionic Matsubara frequency `(2n+1)πT`, in units with `ħ = k_B = 1`. -/
def matsubaraFreq (T : ℝ) (n : ℕ) : ℝ := (2 * n + 1) * π * T
```

## $\Gamma>0$: the level is coupled to a bath

The broadening stands for the decay of an electron from the level into a flat, infinitely wide band. It is a constant put in by hand, not derived from a bath Hamiltonian. The level is non-interacting, and for it the limits and the bounds below give a check on a numerically summed occupation. The Green's function is

$$G(i\omega)=\frac{1}{i(\omega+\Gamma\,\mathrm{sgn}\,\omega)-e}.$$

```lean
/-- The Green's function of a level at energy `e` with broadening `Γ`, at imaginary
frequency `iω`; the domain is `Γ > 0`, `ω ≠ 0`. -/
def levelGreen (Γ e ω : ℝ) : ℂ :=
  1 / (Complex.I * ((ω + Γ * Real.sign ω : ℝ) : ℂ) - (e : ℂ))
```

Write $x_n=\omega_n+\Gamma$. Since $1/(is-e)=(-is-e)/(s^2+e^2)$, adding the values at $s=x_n$ and $s=-x_n$ cancels the imaginary parts:

$$G(i\omega_n)+G(-i\omega_n)=-\frac{2e}{x_n^2+e^2}.$$

The summand is called `pairTerm`, and `occupation` is $\frac12$ plus $T$ times the sum of these pairs. The $\frac12$ is the usual contribution of the convergence factor $e^{i\omega_n0^+}$; here it is part of the definition.

```lean
/-- The summand `e/((ω_n+Γ)²+e²)` of the occupation series; the domain is `Γ > 0`, `T > 0`. -/
def pairTerm (Γ e T : ℝ) (n : ℕ) : ℝ := e / ((matsubaraFreq T n + Γ) ^ 2 + e ^ 2)

/-- The occupation of the broadened level at temperature `T`, as a sum over positive
Matsubara frequencies; the domain is `Γ > 0`, `T > 0`. -/
def occupation (Γ e T : ℝ) : ℝ := 1 / 2 - 2 * T * ∑' n, pairTerm Γ e T n
```

The theorem `levelGreen_pair` verifies the pairing. It ties the series to the Green's function, and the later proofs do not call on it.

```lean
/-- The Green's functions at `ω_n` and `-ω_n` add up to `-2` times the summand of the
occupation series. -/
theorem levelGreen_pair {Γ T : ℝ} (hΓ : 0 < Γ) (hT : 0 < T) (e : ℝ) (n : ℕ) :
    levelGreen Γ e (matsubaraFreq T n) + levelGreen Γ e (-matsubaraFreq T n)
      = ((-2 * pairTerm Γ e T n : ℝ) : ℂ) := by
  have hω : 0 < matsubaraFreq T n := by unfold matsubaraFreq; positivity
  -- rationalise the denominator
  have inv : ∀ s : ℝ, s ≠ 0 → 1 / (Complex.I * (s : ℂ) - (e : ℂ))
      = (-Complex.I * (s : ℂ) - (e : ℂ)) / ((s : ℂ) ^ 2 + (e : ℂ) ^ 2) := by
    intro s hs
    have h1 : Complex.I * (s : ℂ) - (e : ℂ) ≠ 0 := by
      intro h
      have h' := congrArg Complex.im h
      simp at h'
      exact hs h'
    have h2 : (s : ℂ) ^ 2 + (e : ℂ) ^ 2 ≠ 0 := by
      have h3 : s ^ 2 + e ^ 2 ≠ 0 := by positivity
      exact_mod_cast h3
    rw [div_eq_div_iff h1 h2]
    linear_combination (s : ℂ) ^ 2 * Complex.I_sq
  have hs : matsubaraFreq T n + Γ ≠ 0 := by positivity
  have hneg : -matsubaraFreq T n + Γ * (-1) = -(matsubaraFreq T n + Γ) := by ring
  unfold levelGreen pairTerm
  rw [Real.sign_of_pos hω, Real.sign_of_neg (neg_lt_zero.mpr hω), mul_one, hneg,
    inv _ hs, inv _ (neg_ne_zero.mpr hs)]
  push_cast
  ring
```

The decisive use of $\Gamma>0$ comes in the low-temperature limit, where $e/(\pi T+\Gamma)$ must be continuous at $T=0$. For $\Gamma=0$ the series is the textbook sum for the Fermi function, $n(T)=\frac12-\frac12\tanh(e/2T)$, which tends to a step in $e$ instead of an arctangent.

## $e\ge0$: the summands decrease with frequency

For a level at or above the chemical potential, $L(x)=e/(x^2+e^2)$ is non-negative and does not increase for $x>0$. The derivation by hand needs this to compare the sum with an integral. Because

$$\frac{d}{dx}\left[-\arctan\frac ex\right]=\frac{e}{x^2+e^2},$$

the mean value theorem gives, for $0<a<b$ and some $c$ between them,

$$\arctan\frac ea-\arctan\frac eb=(b-a)L(c),$$

so the left side lies between $(b-a)L(b)$ and $(b-a)L(a)$. For $e<0$ both inequalities would reverse.

In `arctan_bracket`, `hd` is the derivative, `exists_hasDerivAt_eq_slope` supplies $c$, and the two `gcongr` calls compare denominators, using `he`.

```lean
/-- For `e ≥ 0` the difference of `arctan(e/x)` between two positive points is bracketed by
the Lorentzian `e/(x²+e²)` at the two ends times their distance. -/
theorem arctan_bracket {e a b : ℝ} (he : 0 ≤ e) (ha : 0 < a) (hab : a < b) :
    (b - a) * (e / (b ^ 2 + e ^ 2)) ≤ arctan (e / a) - arctan (e / b) ∧
      arctan (e / a) - arctan (e / b) ≤ (b - a) * (e / (a ^ 2 + e ^ 2)) := by
  have hd : ∀ x : ℝ, 0 < x →
      HasDerivAt (fun y : ℝ => -arctan (e / y)) (e / (x ^ 2 + e ^ 2)) x := by
    intro x hx
    have h1 : HasDerivAt (fun y : ℝ => e / y) (-e / x ^ 2) x :=
      ((hasDerivAt_const x e).fun_div (hasDerivAt_id' x) hx.ne').congr_deriv (by ring)
    refine h1.arctan.fun_neg.congr_deriv ?_
    have h2 : 1 + (e / x) ^ 2 = (x ^ 2 + e ^ 2) / x ^ 2 := by field_simp
    rw [h2]
    field_simp
  -- the mean value theorem supplies an intermediate frequency
  obtain ⟨c, ⟨hac, hcb⟩, hc⟩ := exists_hasDerivAt_eq_slope
    (fun y : ℝ => -arctan (e / y)) (fun x => e / (x ^ 2 + e ^ 2)) hab
    (fun x hx => (hd x (ha.trans_le hx.1)).continuousAt.continuousWithinAt)
    (fun x hx => hd x (ha.trans hx.1))
  have hba : 0 < b - a := sub_pos.mpr hab
  have hc0 : 0 < c := ha.trans hac
  have hc' : e / (c ^ 2 + e ^ 2) = (-arctan (e / b) - -arctan (e / a)) / (b - a) := hc
  rw [eq_div_iff hba.ne'] at hc'
  have key : arctan (e / a) - arctan (e / b) = (b - a) * (e / (c ^ 2 + e ^ 2)) := by
    linear_combination -hc'
  rw [key]
  exact ⟨mul_le_mul_of_nonneg_left (by gcongr) hba.le,
    mul_le_mul_of_nonneg_left (by gcongr) hba.le⟩
```

Neighbouring $x_n$ are $2\pi T$ apart. With $A_n=\arctan(e/x_n)$ this yields

$$2\pi T\,L(x_{n+1})\le A_n-A_{n+1}\le 2\pi T\,L(x_n).$$

```lean
/-- The bracket between neighbouring Matsubara frequencies, whose spacing is `2πT`. -/
theorem matsubara_step {Γ e T : ℝ} (hΓ : 0 < Γ) (he : 0 ≤ e) (hT : 0 < T) (n : ℕ) :
    2 * π * T * pairTerm Γ e T (n + 1) ≤ arctan (e / (matsubaraFreq T n + Γ))
        - arctan (e / (matsubaraFreq T (n + 1) + Γ)) ∧
      arctan (e / (matsubaraFreq T n + Γ)) - arctan (e / (matsubaraFreq T (n + 1) + Γ))
        ≤ 2 * π * T * pairTerm Γ e T n := by
  have hω : 0 < matsubaraFreq T n := by unfold matsubaraFreq; positivity
  have hs : matsubaraFreq T (n + 1) + Γ - (matsubaraFreq T n + Γ) = 2 * π * T := by
    unfold matsubaraFreq; push_cast; ring
  have hp : 0 < 2 * π * T := by positivity
  have h := arctan_bracket he (add_pos hω hΓ)
    (show matsubaraFreq T n + Γ < matsubaraFreq T (n + 1) + Γ by linarith)
  rw [hs] at h
  exact h
```

Adding the left inequality over $n=0,\dots,M-1$ telescopes to

$$2\pi T\sum_{i=0}^{M}L(x_i)\le 2\pi T\,L(x_0)+A_0-A_M .$$

As $A_M\ge0$, all partial sums, times $2\pi T$, are at most $2\pi T\,L(x_0)+A_0$. The Lean proof does the telescoping by induction on `M`, then discards the non-negative last term and $A_M$.

```lean
/-- For `e ≥ 0` all partial sums of the series, times `2πT`, are at most `2πT` times the first
summand plus `arctan(e/(ω_0+Γ))`. -/
theorem partial_sum_le {Γ e T : ℝ} (hΓ : 0 < Γ) (he : 0 ≤ e) (hT : 0 < T) (N : ℕ) :
    ∑ i ∈ Finset.range N, 2 * π * T * pairTerm Γ e T i
      ≤ 2 * π * T * pairTerm Γ e T 0 + arctan (e / (matsubaraFreq T 0 + Γ)) := by
  have key : ∀ M : ℕ, ∑ i ∈ Finset.range (M + 1), 2 * π * T * pairTerm Γ e T i
      ≤ 2 * π * T * pairTerm Γ e T 0 + arctan (e / (matsubaraFreq T 0 + Γ))
        - arctan (e / (matsubaraFreq T M + Γ)) := by
    intro M
    induction M with
    | zero => simp
    | succ M ih =>
      rw [Finset.sum_range_succ]
      linarith [(matsubara_step hΓ he hT M).1]
  have h := key N
  rw [Finset.sum_range_succ] at h
  have h1 : 0 ≤ 2 * π * T * pairTerm Γ e T N := by unfold pairTerm; positivity
  have h2 : 0 ≤ arctan (e / (matsubaraFreq T N + Γ)) :=
    Real.arctan_nonneg.mpr (by unfold matsubaraFreq; positivity)
  linarith
```

## $T>0$: the frequencies are discrete

A positive temperature keeps the Matsubara frequencies apart and sends them to infinity. By hand, this gives the spacing $2\pi T$ and makes $A_N$ vanish as $N\to\infty$. At $T=0$ every summand would equal $e/(\Gamma^2+e^2)$, and the series would diverge for $e\ne0$.

Non-negative terms with bounded partial sums converge. For negative $e$ the series is minus the one for $-e$, so it converges too. The Lean predicate `Summable` expresses convergence independent of the order of the terms.

```lean
/-- The occupation series converges at every positive temperature, for either sign of `e`. -/
theorem summable_pairTerm {Γ T : ℝ} (hΓ : 0 < Γ) (hT : 0 < T) (e : ℝ) :
    Summable (pairTerm Γ e T) := by
  have pos : ∀ x : ℝ, 0 ≤ x → Summable (pairTerm Γ x T) := by
    intro x hx
    have hp : 2 * π * T ≠ 0 := by positivity
    exact (summable_mul_left_iff hp).mp (summable_of_sum_range_le
      (fun n => by unfold pairTerm; positivity) (partial_sum_le hΓ hx hT))
  rcases le_total 0 e with he | he
  · exact pos e he
  · refine (pos (-e) (neg_nonneg.mpr he)).neg.congr (fun n => ?_)
    simp [pairTerm, neg_div]
```

Now add the right inequality over $n=0,\dots,N-1$:

$$A_0-A_N\le2\pi T\sum_{i=0}^{N-1}L(x_i).$$

Let $N\to\infty$ here and in the upper bound. Since $\pi(\frac12-n(T))=2\pi T\sum_i L(x_i)$ and $x_0=\pi T+\Gamma$, for $e\ge0$

$$\arctan\frac{e}{\pi T+\Gamma}\le\pi\left(\tfrac12-n(T)\right)\le\arctan\frac{e}{\pi T+\Gamma}+\frac{2\pi T\,e}{(\pi T+\Gamma)^2+e^2}.$$

In `occupation_bounds`, `low` is the telescoped lower bound, `hinf` sends the cutoff frequency to infinity, and the `le_of_tendsto` lemmas carry the inequalities to the limit.

```lean
/-- For `e ≥ 0` and every `T > 0`, `π(1/2 - n(T))` exceeds `arctan(e/(πT+Γ))` by at least zero and
at most `2πT` times the first summand of the occupation series. -/
theorem occupation_bounds {Γ e T : ℝ} (hΓ : 0 < Γ) (he : 0 ≤ e) (hT : 0 < T) :
    arctan (e / (π * T + Γ)) ≤ π * (1 / 2 - occupation Γ e T) ∧
      π * (1 / 2 - occupation Γ e T) ≤ arctan (e / (π * T + Γ))
        + 2 * π * T * (e / ((π * T + Γ) ^ 2 + e ^ 2)) := by
  have h0 : matsubaraFreq T 0 = π * T := by simp [matsubaraFreq]
  have hsum := ((summable_pairTerm hΓ hT e).hasSum.mul_left (2 * π * T)).tendsto_sum_nat
  have hy : π * (1 / 2 - occupation Γ e T) = 2 * π * T * ∑' n, pairTerm Γ e T n := by
    unfold occupation; ring
  have low : ∀ N : ℕ, arctan (e / (matsubaraFreq T 0 + Γ))
      - arctan (e / (matsubaraFreq T N + Γ))
        ≤ ∑ i ∈ Finset.range N, 2 * π * T * pairTerm Γ e T i := by
    intro N
    induction N with
    | zero => simp
    | succ N ih =>
      rw [Finset.sum_range_succ]
      linarith [(matsubara_step hΓ he hT N).2]
  -- the cutoff frequency grows without bound, so the arctangent there tends to zero
  have hinf : Tendsto (fun N : ℕ => matsubaraFreq T N + Γ) atTop atTop := by
    refine tendsto_atTop_mono (fun N => ?_) ((tendsto_natCast_atTop_atTop (R := ℝ)).atTop_mul_const
      (show 0 < 2 * π * T by positivity))
    unfold matsubaraFreq
    nlinarith [mul_pos Real.pi_pos hT]
  have hlim := ((Real.continuous_arctan.tendsto 0).comp
    (hinf.const_div_atTop e)).const_sub (arctan (e / (matsubaraFreq T 0 + Γ)))
  rw [Real.arctan_zero, sub_zero] at hlim
  have hlow := le_of_tendsto_of_tendsto' hlim hsum low
  have hup := le_of_tendsto' hsum (partial_sum_le hΓ he hT)
  unfold pairTerm at hup hlow hy
  rw [h0] at hup hlow
  rw [hy]
  exact ⟨hlow, by linarith⟩
```

For a numerical instance take $\Gamma=e=1$ and $\pi T=0.1$. The arctangent is $\arctan(1/1.1)\approx0.7378$ and the extra term is $0.2/2.21\approx0.0905$. Hence $0.7378\le\pi(\frac12-n(T))\le0.8283$ to four digits, and $n(T)$ lies between about $0.236$ and $0.265$. The zero-temperature limit is $\frac12-\frac14=0.25$.

## Either sign of $e$: the particle-hole relation

The final theorem places no condition on the sign of $e$. Each summand is odd in $e$, so, with the level energy as a subscript, $n_{-e}(T)=1-n_e(T)$: a level below the chemical potential is as full as its mirror image above is empty. At $e=0$ every summand vanishes and $n(T)=\frac12$ at all temperatures.

```lean
/-- Particle-hole relation: reversing the sign of the level energy turns the occupation `n(T)` into
`1 - n(T)`. -/
theorem occupation_neg (Γ e T : ℝ) : occupation Γ (-e) T = 1 - occupation Γ e T := by
  have h : ∀ n, pairTerm Γ (-e) T n = -pairTerm Γ e T n := by
    intro n
    simp [pairTerm, neg_div]
  simp only [occupation, h, tsum_neg]
  ring
```

For $e\ge0$ both limits follow by squeezing. As $T\downarrow0$, the arctangent in the bounds tends to $\arctan(e/\Gamma)$ and the extra term to zero. As $T\to\infty$, the arctangent tends to zero, and with $\pi T\le x_0$

$$\frac{2\pi T\,e}{x_0^2+e^2}\le\frac{2x_0e}{x_0^2}=\frac{2e}{x_0}\to0 .$$

The Lean proof has the same two halves. In the first, `c1`, `c2` and `c3` are the continuity statements at $T=0$; in the second, the `calc` block is the estimate just displayed. The identity `hid` then recovers $n(T)$ from $\pi(\frac12-n(T))$.

```lean
/-- The low- and high-temperature limits of the occupation for a level with `e ≥ 0`. -/
theorem occupation_limits_of_nonneg {Γ e : ℝ} (hΓ : 0 < Γ) (he : 0 ≤ e) :
    Tendsto (occupation Γ e) (𝓝[>] 0) (𝓝 (1 / 2 - arctan (e / Γ) / π)) ∧
      Tendsto (occupation Γ e) atTop (𝓝 (1 / 2)) := by
  have hid : ∀ T, 1 / 2 - π * (1 / 2 - occupation Γ e T) / π = occupation Γ e T := by
    intro T
    rw [mul_div_cancel_left₀ _ Real.pi_ne_zero]
    ring
  constructor
  · -- both bounds are continuous at zero temperature
    have c1 : ContinuousAt (fun T : ℝ => e / (π * T + Γ)) 0 :=
      continuousAt_const.div (by fun_prop) (by simp only [mul_zero, zero_add]; positivity)
    have c2 : ContinuousAt (fun T : ℝ => 2 * π * T * (e / ((π * T + Γ) ^ 2 + e ^ 2))) 0 :=
      ContinuousAt.mul (by fun_prop) (continuousAt_const.div (by fun_prop)
        (by simp only [mul_zero, zero_add]; positivity))
    have c3 : ContinuousAt (fun T : ℝ => arctan (e / (π * T + Γ))) 0 := by
      have h := (Real.continuous_arctan.tendsto _).comp c1.tendsto
      exact h
    have l1 := c3.tendsto.mono_left (nhdsWithin_le_nhds (s := Set.Ioi 0))
    have l2 := l1.add (c2.tendsto.mono_left (nhdsWithin_le_nhds (s := Set.Ioi 0)))
    simp only [mul_zero, zero_mul, zero_add, add_zero] at l1 l2
    have hy := tendsto_of_tendsto_of_tendsto_of_le_of_le' l1 l2
      (eventually_nhdsWithin_of_forall fun T hT => (occupation_bounds hΓ he hT).1)
      (eventually_nhdsWithin_of_forall fun T hT => (occupation_bounds hΓ he hT).2)
    exact ((hy.div_const π).const_sub (1 / 2)).congr hid
  · have hX : Tendsto (fun T : ℝ => π * T + Γ) atTop atTop :=
      tendsto_atTop_add_const_right _ _ (tendsto_id.const_mul_atTop Real.pi_pos)
    have hq := hX.const_div_atTop e
    have l1 := (Real.continuous_arctan.tendsto 0).comp hq
    have l2 := l1.add (hq.const_mul 2)
    rw [Real.arctan_zero] at l1 l2
    rw [mul_zero, add_zero] at l2
    have hy : Tendsto (fun T => π * (1 / 2 - occupation Γ e T)) atTop (𝓝 0) := by
      refine tendsto_of_tendsto_of_tendsto_of_le_of_le' l1 l2 ?_ ?_
      · filter_upwards [eventually_gt_atTop 0] with T hT
        exact (occupation_bounds hΓ he hT).1
      · filter_upwards [eventually_gt_atTop 0] with T hT
        -- `2πT` times the first summand is at most `2e/(πT+Γ)`
        have h1 : 2 * π * T * (e / ((π * T + Γ) ^ 2 + e ^ 2)) ≤ 2 * (e / (π * T + Γ)) := by
          calc 2 * π * T * (e / ((π * T + Γ) ^ 2 + e ^ 2))
              ≤ 2 * (π * T + Γ) * (e / (π * T + Γ) ^ 2) :=
                mul_le_mul (by linarith) (div_le_div_of_nonneg_left he (by positivity)
                  (by linarith [sq_nonneg e])) (by positivity) (by positivity)
            _ = 2 * (e / (π * T + Γ)) := by field_simp
        exact (occupation_bounds hΓ he hT).2.trans (add_le_add le_rfl h1)
    have h := ((hy.div_const π).const_sub (1 / 2)).congr hid
    rwa [zero_div, sub_zero] at h
```

In the final statement, `𝓝[>] 0` means that $T$ approaches zero through positive values only. The definition returns $\frac12$ at $T=0$ because of the prefactor $2T$, and this value plays no part in the limit. `atTop` means that $T$ grows without bound. The high-temperature limit is for fixed $e$, that is, for a chemical potential that does not move with temperature.

The proof splits on the sign of $e$. For $e\le0$ it applies the previous theorem to $-e$, subtracts from one, and uses that the arctangent is odd:

$$1-\left(\frac12-\frac1\pi\arctan\frac{-e}{\Gamma}\right)=\frac12-\frac1\pi\arctan\frac e\Gamma .$$

```lean
/-- For `Γ > 0` and any real level energy `e`, the Matsubara series converges at all `T > 0`,
and the occupation tends to `1/2 - arctan(e/Γ)/π` as `T ↓ 0` and to `1/2` as `T → ∞`. -/
theorem matsubara_occupation {Γ : ℝ} (hΓ : 0 < Γ) (e : ℝ) :
    (∀ T, 0 < T → Summable (pairTerm Γ e T)) ∧
      Tendsto (occupation Γ e) (𝓝[>] 0) (𝓝 (1 / 2 - arctan (e / Γ) / π)) ∧
      Tendsto (occupation Γ e) atTop (𝓝 (1 / 2)) := by
  refine ⟨fun T hT => summable_pairTerm hΓ hT e, ?_⟩
  rcases le_total 0 e with he | he
  · exact occupation_limits_of_nonneg hΓ he
  · -- negative energies follow from the particle-hole relation
    obtain ⟨h1, h2⟩ := occupation_limits_of_nonneg hΓ (neg_nonneg.mpr he)
    have hn : ∀ T, 1 - occupation Γ (-e) T = occupation Γ e T := by
      intro T
      rw [occupation_neg]
      ring
    have v1 : 1 - (1 / 2 - arctan (-e / Γ) / π) = 1 / 2 - arctan (e / Γ) / π := by
      rw [neg_div, Real.arctan_neg]
      ring
    have v2 : (1 : ℝ) - 1 / 2 = 1 / 2 := by norm_num
    have g1 := (h1.const_sub 1).congr hn
    have g2 := (h2.const_sub 1).congr hn
    rw [v1] at g1
    rw [v2] at g2
    exact ⟨g1, g2⟩

end

end MatsubaraOccupation
```

```lean
#print axioms MatsubaraOccupation.levelGreen_pair
#print axioms MatsubaraOccupation.occupation_limits_of_nonneg
#print axioms MatsubaraOccupation.matsubara_occupation
```

```
'MatsubaraOccupation.levelGreen_pair' depends on axioms: [propext, Classical.choice, Quot.sound]
'MatsubaraOccupation.occupation_limits_of_nonneg' depends on axioms: [propext, Classical.choice, Quot.sound]
'MatsubaraOccupation.matsubara_occupation' depends on axioms: [propext, Classical.choice, Quot.sound]
```
